# Nonnegative entropy production in non-interacting multi-terminal scattering without time-reversal symmetry

A small conductor in a magnetic field is connected to several reservoirs, each with its own temperature and chemical potential. The field breaks time-reversal symmetry, so with three or more terminals electrons may pass from terminal 1 to terminal 2 more readily than from 2 to 1. Can such a conductor, working as a thermoelectric device, lower the total entropy of its reservoirs?

For non-interacting electrons that scatter elastically and coherently, it cannot. Symmetry of the transmissions is not needed: it suffices that they are nonnegative and that the total transmission into each terminal equals the total out of it. Transmissions computed from a scattering matrix are sums of squares and so nonnegative, and unitarity of that matrix supplies the equality of the totals.

The terminals form a finite type `ι` and the scattering channels a finite type `κ`.

```lean
import Mathlib

open Finset

namespace MultiTerminalSecondLaw

noncomputable section

variable {ι κ : Type*} [Fintype ι] [Fintype κ]
```

## Occupations, currents and entropy at one energy

Fix an energy $E$. Terminal $p$ has chemical potential $\mu_p$ and temperature $\Theta_p>0$; the letter $T$ is kept for transmissions. The reduced energy and the occupation are

$$x_p=\frac{E-\mu_p}{k_B\Theta_p},\qquad f_p=f(x_p)=\frac{1}{1+e^{x_p}}.$$

In Lean the reduced energies are an arbitrary function `x : ι → ℝ`, so the bias and the temperature differences may be of any size.

```lean
/-- The Fermi function of the reduced energy `x = (E - μ) / (k_B Θ)`, with `Θ` the temperature. -/
def fermi (x : ℝ) : ℝ := 1 / (1 + Real.exp x)
```

Let $T_{pq}$ be the transmission from terminal $q$ to terminal $p$. Terminal $p$ emits $\sum_q T_{qp}f_p$ and receives $\sum_q T_{pq}f_q$. If row and column sums agree,

$$\sum_q T_{pq}=\sum_q T_{qp}\quad\text{for every }p,$$

the net current leaving $p$, per unit energy and in units of $1/h$, is

$$I_p=\sum_q T_{pq}(f_p-f_q).$$

The definition takes this last form. Reflection, the diagonal part of $T$, drops out of it.

```lean
/-- For transmissions with equal row and column sums, the net particle current leaving terminal `p`
at one energy, in units of `1/h`; `T p q` is the transmission from terminal `q` to terminal `p`. -/
def current (T : Matrix ι ι ℝ) (x : ι → ℝ) (p : ι) : ℝ :=
  ∑ q, T p q * (fermi (x p) - fermi (x q))
```

A particle of energy $E$ that leaves reservoir $p$ carries away the heat $E-\mu_p$ and so lowers the entropy of that reservoir by $k_Bx_p$. In units of $k_B/h$ the entropy production at this energy is

$$\sigma=-\sum_p x_pI_p=-\sum_{p,q}x_pT_{pq}(f_p-f_q).$$

The total entropy production rate is the integral of $(k_B/h)\,\sigma$ over energy, so it is nonnegative if $\sigma\ge0$ at every energy. The second law meant here is the inequality $\sigma\ge 0$ for this expression. It is a statement about reservoirs coupled by elastic scattering, not about general thermodynamic processes, and it leaves out interactions and inelastic scattering inside the conductor.

```lean
/-- For transmissions with equal row and column sums, the entropy production rate of the reservoirs
at one energy, in units of `k_B/h`: each particle leaving terminal `p` lowers the entropy of that
reservoir by `x p`. -/
def entropyProduction (T : Matrix ι ι ℝ) (x : ι → ℝ) : ℝ :=
  -∑ p, x p * current T x p
```

Two further quantities are needed. The first compares a fermionic level of occupation $a$ with one of occupation $b$:

$$D(a\|b)=a\ln\frac ab+(1-a)\ln\frac{1-a}{1-b},\qquad 0<a,b<1.$$

```lean
/-- The relative entropy of a fermionic level with occupation `a` with respect to one with
occupation `b`, for occupations strictly between 0 and 1. -/
def relEntropy (a b : ℝ) : ℝ :=
  a * Real.log (a / b) + (1 - a) * Real.log ((1 - a) / (1 - b))
```

The second links $T$ to a scattering matrix $S$. Each channel belongs to one lead, recorded by the function `lead : κ → ι`, and a lead may have any number of channels:

$$T_{pq}=\sum_{i\in p}\sum_{j\in q}|S_{ij}|^2.$$

```lean
/-- The transmission from lead `q` to lead `p`: the sum of `|S i j|²` over the channels `i` of
lead `p` and `j` of lead `q`. -/
def transmission [DecidableEq ι] (S : Matrix κ κ ℂ) (lead : κ → ι) : Matrix ι ι ℝ :=
  fun p q => ∑ i with lead i = p, ∑ j with lead j = q, ‖S i j‖ ^ 2
```

## The Fermi function stays inside the unit interval and decreases

Since $e^x>0$, the denominator $1+e^x$ exceeds 1, and therefore $0<f(x)<1$. All logarithms in $D$ then have positive arguments.

```lean
/-- A Fermi occupation lies strictly between 0 and 1. -/
theorem fermi_mem (x : ℝ) : 0 < fermi x ∧ fermi x < 1 := by
  have h := Real.exp_pos x
  unfold fermi
  refine ⟨by positivity, ?_⟩
  rw [div_lt_one (by positivity)]
  linarith
```

If $a<b$, then $1+e^a<1+e^b$, and taking reciprocals reverses the inequality, so $f(a)>f(b)$. In particular, equal occupations imply equal reduced energies.

```lean
/-- The Fermi occupation strictly decreases with the reduced energy. -/
theorem fermi_strictAnti : StrictAnti fermi := by
  intro a b h
  unfold fermi
  exact one_div_lt_one_div_of_lt (by positivity) (by linarith [Real.exp_lt_exp.mpr h])
```

## Relative entropy vanishes only for equal occupations

For positive $y\neq1$ we have $\ln y<y-1$. Put $y=v/u$ with $u,v>0$ and $u\ne v$, and multiply by $u$:

$$u\ln\frac vu<v-u,\qquad\text{that is,}\qquad u\ln\frac uv>u-v.$$

Use this once for $(u,v)=(a,b)$ and once for $(1-a,1-b)$. If $a\neq b$, the sum gives

$$D(a\|b)>(a-b)+\big((1-a)-(1-b)\big)=0.$$

If $a=b$, both logarithms are $\ln1=0$. In the proof `key` is the inequality for $u$ and $v$; `h1` and `h2` are its two uses.

```lean
/-- The relative entropy of two occupations strictly between 0 and 1 is nonnegative, and it
vanishes exactly when the occupations agree. -/
theorem relEntropy_nonneg_and_eq_zero_iff {a b : ℝ} (ha : 0 < a ∧ a < 1)
    (hb : 0 < b ∧ b < 1) : 0 ≤ relEntropy a b ∧ (relEntropy a b = 0 ↔ a = b) := by
  -- the elementary bound `log y < y - 1` for positive `y ≠ 1`, applied to `y = v / u`
  have key : ∀ u v : ℝ, 0 < u → 0 < v → u ≠ v → u - v < u * Real.log (u / v) := by
    intro u v hu hv huv
    have h := Real.log_lt_sub_one_of_pos (div_pos hv hu)
      (fun h => huv ((div_eq_one_iff_eq hu.ne').mp h).symm)
    have e : Real.log (u / v) = -Real.log (v / u) := by rw [← Real.log_inv, inv_div]
    have m := mul_lt_mul_of_pos_left h hu
    have c : u * (v / u - 1) = v - u := by
      rw [mul_sub, mul_one, mul_div_assoc', mul_div_cancel_left₀ v hu.ne']
    rw [e, mul_neg]
    linarith
  rcases eq_or_ne a b with rfl | hab
  · have h0 : relEntropy a a = 0 := by
      rw [relEntropy, div_self ha.1.ne', div_self (sub_pos.mpr ha.2).ne', Real.log_one]
      ring
    exact ⟨h0.ge, by simp [h0]⟩
  · have h1 := key a b ha.1 hb.1 hab
    have h2 := key (1 - a) (1 - b) (sub_pos.mpr ha.2) (sub_pos.mpr hb.2)
      (fun h => hab (by linarith))
    have hpos : 0 < relEntropy a b := by
      unfold relEntropy
      linarith
    exact ⟨hpos.le, fun h => absurd h hpos.ne', fun h => absurd h hab⟩
```

## A closed form for Fermi occupations

Write $L(z)=\ln(1+e^z)$. From $f(z)=1/(1+e^z)$ and $1-f(z)=e^z/(1+e^z)$ it follows that

$$\ln f(z)=-L(z),\qquad \ln(1-f(z))=z-L(z).$$

Insert these into $D$:

$$\begin{aligned}D(f(y)\|f(x))&=f(y)\,[L(x)-L(y)]+(1-f(y))\,[y-x+L(x)-L(y)]\\&=L(x)-L(y)+(1-f(y))(y-x).\end{aligned}$$

The two logarithm formulas are `hl` and `hh`, and the final `ring` collects the terms.

```lean
/-- The relative entropy of two Fermi occupations, written in the reduced energies. -/
theorem relEntropy_fermi (y x : ℝ) : relEntropy (fermi y) (fermi x) =
    Real.log (1 + Real.exp x) - Real.log (1 + Real.exp y) + (1 - fermi y) * (y - x) := by
  have hl : ∀ z, Real.log (fermi z) = -Real.log (1 + Real.exp z) := by
    intro z
    rw [fermi, one_div, Real.log_inv]
  have hh : ∀ z, Real.log (1 - fermi z) = z - Real.log (1 + Real.exp z) := by
    intro z
    have h : 1 + Real.exp z ≠ 0 := by positivity
    have e : 1 - fermi z = Real.exp z / (1 + Real.exp z) := by
      rw [eq_div_iff h, fermi, sub_mul, one_div, inv_mul_cancel₀ h]
      ring
    rw [e, Real.log_div (Real.exp_pos z).ne' h, Real.log_exp]
  rw [relEntropy, Real.log_div (fermi_mem y).1.ne' (fermi_mem x).1.ne',
    Real.log_div (sub_pos.mpr (fermi_mem y).2).ne' (sub_pos.mpr (fermi_mem x).2).ne',
    hl y, hl x, hh y, hh x]
  ring
```

## Entropy production as a weighted sum of relative entropies

Take $y=x_q$ and $x=x_p$ in the closed form, and define $g_p=L(x_p)-x_p+x_pf_p$. Expanding the product gives

$$\begin{aligned}D(f_q\|f_p)&=L(x_p)-L(x_q)+x_q-x_p-x_qf_q+x_pf_q\\&=-x_p(f_p-f_q)+g_p-g_q.\end{aligned}$$

Multiply by $T_{pq}$ and sum. The $g$ terms cancel because the row and column sums agree:

$$\sum_{p,q}T_{pq}g_p=\sum_p g_p\sum_qT_{pq}=\sum_p g_p\sum_qT_{qp}=\sum_{p,q}T_{pq}g_q,$$

where the last step exchanges the names $p$ and $q$. What remains is an exact identity, valid far from equilibrium:

$$\sigma=\sum_{p,q}T_{pq}\,D(f_q\|f_p).$$

The cancellation is `balance`, and `e` is the summed form of the expansion. The hypothesis `hsum` is the sum rule; nonnegativity of $T$ is not used yet.

```lean
/-- If the transmissions have equal row and column sums, the entropy production is the sum of
the relative entropies between the terminals' occupations, weighted by the transmissions. -/
theorem entropyProduction_eq_relEntropy {T : Matrix ι ι ℝ}
    (hsum : ∀ p, ∑ q, T p q = ∑ q, T q p) (x : ι → ℝ) :
    entropyProduction T x =
      ∑ p, ∑ q, T p q * relEntropy (fermi (x q)) (fermi (x p)) := by
  -- the sum rule lets a function of one terminal be moved to the other index
  have balance : ∀ g : ι → ℝ, ∑ p, ∑ q, T p q * g p = ∑ p, ∑ q, T p q * g q := by
    intro g
    calc ∑ p, ∑ q, T p q * g p = ∑ p, ∑ q, T q p * g p :=
          sum_congr rfl fun p _ => by rw [← sum_mul, hsum p, sum_mul]
      _ = ∑ p, ∑ q, T p q * g q := sum_comm
  have h := balance fun p => Real.log (1 + Real.exp (x p)) - x p + x p * fermi (x p)
  beta_reduce at h
  -- the two sides differ only by such a balanced term
  have e : ∑ p, ∑ q, T p q * relEntropy (fermi (x q)) (fermi (x p)) =
      entropyProduction T x +
      (∑ p, ∑ q, T p q * (Real.log (1 + Real.exp (x p)) - x p + x p * fermi (x p)) -
       ∑ p, ∑ q, T p q * (Real.log (1 + Real.exp (x q)) - x q + x q * fermi (x q))) := by
    simp only [entropyProduction, current, relEntropy_fermi, mul_sum,
      ← sum_neg_distrib, ← sum_sub_distrib, ← sum_add_distrib]
    refine sum_congr rfl fun p _ => sum_congr rfl fun q _ => ?_
    ring
  linarith
```

## The second law and its equality case

If every $T_{pq}\ge0$, every term of the identity is a product of nonnegative numbers, and so $\sigma\ge0$. The theorem assumes `hT` for nonnegativity and `hsum` for the sum rule, and nothing about $T_{pq}=T_{qp}$. With two terminals the sum rule already forces that symmetry; from three terminals on, it does not.

```lean
/-- Second law for multi-terminal scattering: for nonnegative transmissions with equal row and
column sums, the entropy production is nonnegative. -/
theorem second_law {T : Matrix ι ι ℝ} (hT : ∀ p q, 0 ≤ T p q)
    (hsum : ∀ p, ∑ q, T p q = ∑ q, T q p) (x : ι → ℝ) :
    0 ≤ entropyProduction T x := by
  rw [entropyProduction_eq_relEntropy hsum]
  exact sum_nonneg fun p _ => sum_nonneg fun q _ => mul_nonneg (hT p q)
    (relEntropy_nonneg_and_eq_zero_iff (fermi_mem _) (fermi_mem _)).1
```

A sum of nonnegative terms is zero exactly when each term is zero. Where $T_{pq}\neq0$, this requires $D(f_q\|f_p)=0$, hence $f_q=f_p$, hence $x_p=x_q$ by strict monotonicity. Conversely, if $x_p=x_q$ for every such pair, each term vanishes through one factor or the other. Thus

$$\sigma=0\iff x_p=x_q\text{ whenever }T_{pq}\neq0.$$

At a single energy this does not demand equal temperatures: a difference in chemical potential can compensate a difference in temperature.

```lean
/-- For nonnegative transmissions with equal row and column sums, the entropy production
vanishes exactly when any two terminals joined by a nonzero transmission have the same
reduced energy. -/
theorem entropyProduction_eq_zero_iff {T : Matrix ι ι ℝ} (hT : ∀ p q, 0 ≤ T p q)
    (hsum : ∀ p, ∑ q, T p q = ∑ q, T q p) (x : ι → ℝ) :
    entropyProduction T x = 0 ↔ ∀ p q, T p q ≠ 0 → x p = x q := by
  have gibbs := fun p q =>
    relEntropy_nonneg_and_eq_zero_iff (fermi_mem (x q)) (fermi_mem (x p))
  have ht : ∀ p q, 0 ≤ T p q * relEntropy (fermi (x q)) (fermi (x p)) :=
    fun p q => mul_nonneg (hT p q) (gibbs p q).1
  rw [entropyProduction_eq_relEntropy hsum,
    sum_eq_zero_iff_of_nonneg (fun p _ => sum_nonneg fun q _ => ht p q)]
  constructor
  · intro h p q hpq
    have h1 := (sum_eq_zero_iff_of_nonneg (fun q _ => ht p q)).mp
      (h p (mem_univ p)) q (mem_univ q)
    have h2 := (mul_eq_zero.mp h1).resolve_left hpq
    exact (fermi_strictAnti.injective ((gibbs p q).2.mp h2)).symm
  · intro h p _
    refine sum_eq_zero fun q _ => ?_
    by_cases hz : T p q = 0
    · rw [hz, zero_mul]
    · rw [(gibbs p q).2.mpr (by rw [h p q hz]), mul_zero]
```

## Unitarity supplies the sum rule

The diagonal entries of $SS^\dagger=1$ and $S^\dagger S=1$ say that each row and each column of $S$ is normalised:

$$\sum_j|S_{ij}|^2=1,\qquad \sum_i|S_{ij}|^2=1.$$

Let $N_p$ be the number of channels in lead $p$. Summing over all leads $q$ runs through every channel once, so

$$\sum_qT_{pq}=\sum_{i\in p}\sum_j|S_{ij}|^2=N_p=\sum_{j\in p}\sum_i|S_{ij}|^2=\sum_qT_{qp}.$$

In the proof, `row` and `col` are the normalisations, and `sum_fiberwise` merges the sum over leads and the sum over their channels into one sum over all channels.

```lean
/-- For a unitary scattering matrix, the transmissions into a lead and out of it have the
same sum. -/
theorem transmission_sum_rule [DecidableEq ι] [DecidableEq κ] {S : Matrix κ κ ℂ}
    (hS : S ∈ Matrix.unitaryGroup κ ℂ) (lead : κ → ι) (p : ι) :
    ∑ q, transmission S lead p q = ∑ q, transmission S lead q p := by
  -- unitarity normalises every row and every column of `S`
  have row : ∀ i, ∑ j, ‖S i j‖ ^ 2 = 1 := by
    intro i
    have h := congrFun (congrFun (Matrix.mem_unitaryGroup_iff.mp hS) i) i
    rw [Matrix.mul_apply, Matrix.one_apply_eq] at h
    have e : ((∑ j, ‖S i j‖ ^ 2 : ℝ) : ℂ) = 1 := by
      refine Eq.trans ?_ h
      push_cast
      exact sum_congr rfl fun j _ => (Complex.mul_conj' (S i j)).symm
    exact_mod_cast e
  have col : ∀ j, ∑ i, ‖S i j‖ ^ 2 = 1 := by
    intro j
    have h := congrFun (congrFun (Matrix.mem_unitaryGroup_iff'.mp hS) j) j
    rw [Matrix.mul_apply, Matrix.one_apply_eq] at h
    have e : ((∑ i, ‖S i j‖ ^ 2 : ℝ) : ℂ) = 1 := by
      refine Eq.trans ?_ h
      push_cast
      exact sum_congr rfl fun i _ => (Complex.conj_mul' (S i j)).symm
    exact_mod_cast e
  -- both sums count the channels of lead `p`
  have hrow : ∑ q, transmission S lead p q = ∑ i with lead i = p, (1 : ℝ) := by
    unfold transmission
    rw [sum_comm]
    exact sum_congr rfl fun i _ => (sum_fiberwise _ _ _).trans (row i)
  have hcol : ∑ q, transmission S lead q p = ∑ j with lead j = p, (1 : ℝ) := by
    unfold transmission
    refine (sum_fiberwise _ _ _).trans ?_
    rw [sum_comm]
    exact sum_congr rfl fun j _ => col j
  rw [hrow, hcol]
```

The transmissions are sums of squares and hence nonnegative, so both hypotheses of the second law hold for every unitary $S$. In a numerical scattering calculation for non-interacting electrons, a value of $\sigma$ that is negative beyond rounding error therefore signals a fault, such as a scattering matrix that is not unitary.

```lean
/-- For every unitary scattering matrix, with any assignment of channels to leads, the entropy
production is nonnegative. -/
theorem second_law_of_unitary [DecidableEq ι] [DecidableEq κ] {S : Matrix κ κ ℂ}
    (hS : S ∈ Matrix.unitaryGroup κ ℂ) (lead : κ → ι) (x : ι → ℝ) :
    0 ≤ entropyProduction (transmission S lead) x :=
  second_law (fun _ _ => sum_nonneg fun _ _ => sum_nonneg fun _ _ => sq_nonneg _)
    (transmission_sum_rule hS lead) x
```

## A one-way transmission that breaks the sum rule

Nonnegativity of $T$ alone is not enough. Number two terminals 0 and 1, as Lean does, and let $T_{01}=1$ be the only nonzero transmission. Row 0 sums to 1 and column 0 to 0. With $x_0=1$ and $x_1=2$,

$$\sigma=-x_0T_{01}(f_0-f_1)=-(f(1)-f(2))<0,$$

because $f$ decreases. This is no device that defeats thermodynamics: without the sum rule, $I_p$ is no longer emission minus absorption. The example shows that the inequality for $\sigma$ can fail when $T$ is nonnegative but violates the sum rule.

```lean
/-- If the only nonzero transmission is a unit one from terminal 1 to terminal 0, which violates the
sum rule, the expression `entropyProduction` is negative when terminals 0 and 1 have the reduced
energies 1 and 2. -/
theorem one_way_violates_second_law :
    entropyProduction !![0, 1; 0, 0] ![1, 2] < 0 := by
  have e : entropyProduction !![0, 1; 0, 0] ![1, 2] = -(fermi 1 - fermi 2) := by
    simp [entropyProduction, current, Fin.sum_univ_two]
  have h : fermi 2 < fermi 1 := fermi_strictAnti (by norm_num)
  rw [e]
  linarith

end

end MultiTerminalSecondLaw
```

```lean
#print axioms MultiTerminalSecondLaw.entropyProduction_eq_zero_iff
#print axioms MultiTerminalSecondLaw.second_law_of_unitary
#print axioms MultiTerminalSecondLaw.one_way_violates_second_law
```

```
'MultiTerminalSecondLaw.entropyProduction_eq_zero_iff' depends on axioms: [propext, Classical.choice, Quot.sound]
'MultiTerminalSecondLaw.second_law_of_unitary' depends on axioms: [propext, Classical.choice, Quot.sound]
'MultiTerminalSecondLaw.one_way_violates_second_law' depends on axioms: [propext, Classical.choice, Quot.sound]
```
